# A Lipschitz bound for Becke's cell functions, sharp for two nuclei in a normed space

## How steep is an atomic cell?

In density functional calculations, Becke's partition splits a molecular integral into atomic parts, each integrated on a grid centred at its nucleus. The weights come from cell functions $P_A$ that fall smoothly from one nucleus to the next. A steep fall tends to call for a finer grid, so we ask how fast $P_A(x)$ can change when the point $x$ moves and the nuclei stay fixed.

Let $R_{AB}>0$ be the distance between nuclei $A$ and $B$, and $r_A$ the distance from $x$ to $A$. Put

$$\mu_{AB}=\frac{r_A-r_B}{R_{AB}},\quad p(t)=\frac{3t-t^3}{2},\quad s_k=\frac{1-p^{[k]}}{2},\quad P_A=\prod_{B\ne A}s_k(\mu_{AB}),$$

where $p^{[k]}$ is the $k$-fold iterate, not a power. Becke's usual choice is $k=3$.

## The bound and its derivation

For finitely many distinct nuclei in a metric space with distance $d$,

$$|P_A(x)-P_A(y)|\le\left(\tfrac32\right)^k\sum_{B\ne A}\frac1{R_{AB}}\;d(x,y).$$

**The profile.** For $u,v\in[-1,1]$,
$$p(u)-p(v)=\tfrac12\bigl(3-(u^2+uv+v^2)\bigr)(u-v).$$
Since $0\le u^2+uv+v^2\le3$, the prefactor lies in $[0,\tfrac32]$. The identities $1\mp p(w)=\tfrac12(w\mp1)^2(2\pm w)$ show that $p$ maps $[-1,1]$ into itself. The estimate can therefore be iterated, and $s_k$ has Lipschitz constant $\frac12(\frac32)^k$ and values in $[0,1]$.

**The coordinate.** The triangle inequality gives $|r_A-r_B|\le R_{AB}$, so $|\mu_{AB}|\le1$. Moving from $x$ to $y$ changes $r_A$ and $r_B$ by at most $d(x,y)$ each, so $\mu_{AB}$ has constant $2/R_{AB}$.

**The product.** Split off one factor from each product:
$$fF-gG=(f-g)G+f(F-G).$$
If all factors have modulus at most one, then $|fF-gG|\le|f-g|+|F-G|$. Repeating this bounds the change of $P_A$ by the sum of the changes of its factors, each at most $\frac12(\frac32)^k\cdot\frac{2}{R_{AB}}\,d(x,y)$.

## Two nuclei attain the constant

Let nuclei 0 and 1 lie at the points $R_0$ and $R_1$ of a real normed space, at distance $R_{01}$. On the segment $x_t=R_0+\frac{1+t}2(R_1-R_0)$, with $|t|\le1$, the distances to the nuclei are $\frac{1\pm t}2R_{01}$. Hence $\mu_{01}=t$ and $P_0(x_t)=s_k(t)$.

If $L$ is any Lipschitz constant of $P_0$, comparing $x_t$ with the midpoint $x_0$ gives
$$\tfrac12|p^{[k]}(t)|\le L\,\tfrac{|t|}2R_{01}.$$
Divide by $|t|/2$ and let $t\to0$. Because $p(0)=0$ and $p'(0)=\frac32$, the chain rule gives slope $(\frac32)^k$, so $L\ge(\frac32)^k/R_{01}$.

## A diatomic in numbers

Take $k=3$ and $R_{01}=2$ bohr. The constant is $\frac{27}8\cdot\frac12=1.6875$ per bohr. Moving 0.1 bohr from the midpoint towards nucleus 1 gives $t=0.1$, with iterates $0.1495$, $0.2226$, $0.3284$. So $P_0$ falls from $0.5$ to about $0.336$, a change of $0.164$; the bound allows $0.169$.

## Reading the Lean statements

The embedding `R : ι ↪ X` places the nuclei; its injectivity makes them distinct. `R` is thus a map, and the textbook $R_{AB}$ is `dist (R A) (R B)`. The definitions `beckeP`, `cutoff`, `mu` and `cell` are $p$, $s_k$, $\mu_{AB}$ and $P_A$, and `Finset.univ.erase A` runs over $B\ne A$. For a single nucleus the product is 1 and the bound is zero.

`cell_lipschitz` is the general bound. `cell_lipschitz_sharp` takes a constant `L` valid for all pairs of points and bounds it from below, for two nuclei only.

The theorems bound $P_A$ itself. The normalisation $P_A/\sum_BP_B$, which gives the actual weights, is not treated; for two nuclei it changes nothing, because $p$ is odd and so $P_0+P_1=1$. Becke's adjustment of $\mu_{AB}$ for atomic size is also absent.

```lean
import Mathlib

open Filter Topology

namespace BeckeCellLipschitz

noncomputable section

/-- Becke's smoothing polynomial `p(t) = 3t/2 - t³/2`. -/
def beckeP (t : ℝ) : ℝ := 3 * t / 2 - t ^ 3 / 2

/-- The cutoff profile `s_k = (1 - p^k)/2`, where `p^k` is the `k`-fold iterate of `p`. -/
def cutoff (k : ℕ) (t : ℝ) : ℝ := (1 - beckeP^[k] t) / 2

/-- The coordinate `μ_AB(x) = (r_A - r_B)/R_AB` of a point `x` relative to two
different nuclei `A ≠ B`. -/
def mu {ι X : Type*} [MetricSpace X] (R : ι ↪ X) (A B : ι) (x : X) : ℝ :=
  (dist x (R A) - dist x (R B)) / dist (R A) (R B)

/-- The cell product `P_A(x)`, the product of `s_k(μ_AB(x))` over all nuclei `B` other
than `A`. -/
def cell {ι X : Type*} [Fintype ι] [DecidableEq ι] [MetricSpace X]
    (k : ℕ) (R : ι ↪ X) (A : ι) (x : X) : ℝ :=
  ∏ B ∈ Finset.univ.erase A, cutoff k (mu R A B x)

/-- On `[-1,1]` the smoothing polynomial is Lipschitz with constant `3/2`. -/
theorem beckeP_lipschitz {u v : ℝ} (hu : |u| ≤ 1) (hv : |v| ≤ 1) :
    |beckeP u - beckeP v| ≤ 3 / 2 * |u - v| := by
  have hu2 : u ^ 2 ≤ 1 := (sq_le_one_iff_abs_le_one u).2 hu
  have hv2 : v ^ 2 ≤ 1 := (sq_le_one_iff_abs_le_one v).2 hv
  -- the difference quotient is `(3 - (u² + uv + v²))/2`
  have e : beckeP u - beckeP v = (3 - (u ^ 2 + u * v + v ^ 2)) / 2 * (u - v) := by
    unfold beckeP; ring
  rw [e, abs_mul]
  refine mul_le_mul_of_nonneg_right (abs_le.2 ⟨?_, ?_⟩) (abs_nonneg _)
  · nlinarith [sq_nonneg (u - v)]
  · nlinarith [sq_nonneg (u + v), sq_nonneg u, sq_nonneg v]

/-- Iterating the smoothing polynomial does not lead out of `[-1,1]`. -/
theorem abs_iterate_le_one (k : ℕ) {t : ℝ} (ht : |t| ≤ 1) : |beckeP^[k] t| ≤ 1 := by
  induction k with
  | zero => simpa using ht
  | succ k ih =>
    rw [Function.iterate_succ_apply']
    obtain ⟨h1, h2⟩ := abs_le.1 ih
    generalize beckeP^[k] t = w at h1 h2
    unfold beckeP
    refine abs_le.2 ⟨?_, ?_⟩
    · nlinarith [mul_nonneg (sq_nonneg (w + 1)) (by linarith : (0 : ℝ) ≤ 2 - w)]
    · nlinarith [mul_nonneg (sq_nonneg (w - 1)) (by linarith : (0 : ℝ) ≤ w + 2)]

/-- On `[-1,1]` the cutoff profile `s_k` is Lipschitz with constant `(3/2)^k / 2`. -/
theorem cutoff_lipschitz (k : ℕ) {u v : ℝ} (hu : |u| ≤ 1) (hv : |v| ≤ 1) :
    |cutoff k u - cutoff k v| ≤ (3 / 2) ^ k / 2 * |u - v| := by
  have h : |beckeP^[k] u - beckeP^[k] v| ≤ (3 / 2) ^ k * |u - v| := by
    induction k with
    | zero => simp
    | succ k ih =>
      rw [Function.iterate_succ_apply', Function.iterate_succ_apply', pow_succ]
      have := beckeP_lipschitz (abs_iterate_le_one k hu) (abs_iterate_le_one k hv)
      linarith
  have e : cutoff k u - cutoff k v = -((beckeP^[k] u - beckeP^[k] v) / 2) := by
    unfold cutoff; ring
  rw [e, abs_neg, abs_div, abs_two]
  linarith

/-- For two different nuclei, `μ_AB` is Lipschitz in position with constant `2/R_AB`. -/
theorem mu_lipschitz {ι X : Type*} [MetricSpace X] (R : ι ↪ X) {A B : ι} (hAB : A ≠ B)
    (x y : X) : |mu R A B x - mu R A B y| ≤ 2 / dist (R A) (R B) * dist x y := by
  have hR : 0 < dist (R A) (R B) := dist_pos.2 (R.injective.ne hAB)
  have h : |dist x (R A) - dist x (R B) - (dist y (R A) - dist y (R B))|
      ≤ 2 * dist x y := by
    have h1 := dist_triangle x y (R A)
    have h2 := dist_triangle x y (R B)
    have h3 := dist_triangle y x (R A)
    have h4 := dist_triangle y x (R B)
    rw [dist_comm y x] at h3 h4
    exact abs_le.2 ⟨by linarith, by linarith⟩
  unfold mu
  rw [← sub_div, abs_div, abs_of_pos hR, div_mul_eq_mul_div]
  exact div_le_div_of_nonneg_right h hR.le

/-- Two products of factors of modulus at most one differ by at most the sum of the
differences of their factors. -/
theorem abs_prod_sub_prod_le {ι : Type*} (s : Finset ι) (f g : ι → ℝ)
    (hf : ∀ i ∈ s, |f i| ≤ 1) (hg : ∀ i ∈ s, |g i| ≤ 1) :
    |∏ i ∈ s, f i - ∏ i ∈ s, g i| ≤ ∑ i ∈ s, |f i - g i| := by
  classical
  induction s using Finset.induction_on with
  | empty => simp
  | insert a s ha ih =>
    rw [Finset.forall_mem_insert] at hf hg
    have hG : |∏ i ∈ s, g i| ≤ 1 := by
      rw [Finset.abs_prod]
      exact Finset.prod_le_one (fun i _ => abs_nonneg _) hg.2
    rw [Finset.prod_insert ha, Finset.prod_insert ha, Finset.sum_insert ha]
    -- exchange one factor at a time
    calc |f a * ∏ i ∈ s, f i - g a * ∏ i ∈ s, g i|
        = |(f a - g a) * ∏ i ∈ s, g i + f a * (∏ i ∈ s, f i - ∏ i ∈ s, g i)| := by
          congr 1; ring
      _ ≤ |f a - g a| * |∏ i ∈ s, g i| + |f a| * |∏ i ∈ s, f i - ∏ i ∈ s, g i| := by
          rw [← abs_mul, ← abs_mul]; exact abs_add_le _ _
      _ ≤ |f a - g a| * 1 + 1 * ∑ i ∈ s, |f i - g i| :=
          add_le_add (mul_le_mul_of_nonneg_left hG (abs_nonneg _))
            (mul_le_mul hf.1 (ih hf.2 hg.2) (abs_nonneg _) zero_le_one)
      _ = |f a - g a| + ∑ i ∈ s, |f i - g i| := by ring

/-- For finitely many distinct nuclei in a metric space, the cell product `P_A` is
Lipschitz in position with constant `(3/2)^k ∑_{B ≠ A} 1/R_AB`. -/
theorem cell_lipschitz {ι X : Type*} [Fintype ι] [DecidableEq ι] [MetricSpace X]
    (k : ℕ) (R : ι ↪ X) (A : ι) (x y : X) :
    |cell k R A x - cell k R A y| ≤
      (3 / 2) ^ k * (∑ B ∈ Finset.univ.erase A, 1 / dist (R A) (R B)) * dist x y := by
  -- the triangle inequality confines `μ_AB` to `[-1,1]`
  have hmu : ∀ B ∈ Finset.univ.erase A, ∀ z, |mu R A B z| ≤ 1 := by
    intro B hB z
    have hR : 0 < dist (R A) (R B) :=
      dist_pos.2 (R.injective.ne (Finset.ne_of_mem_erase hB).symm)
    have h1 := dist_triangle z (R A) (R B)
    have h2 := dist_triangle z (R B) (R A)
    rw [dist_comm (R B) (R A)] at h2
    rw [mu, abs_div, abs_of_pos hR, div_le_one hR]
    exact abs_le.2 ⟨by linarith, by linarith⟩
  have hs : ∀ z, ∀ B ∈ Finset.univ.erase A, |cutoff k (mu R A B z)| ≤ 1 := by
    intro z B hB
    obtain ⟨h1, h2⟩ := abs_le.1 (abs_iterate_le_one k (hmu B hB z))
    unfold cutoff
    exact abs_le.2 ⟨by linarith, by linarith⟩
  refine (abs_prod_sub_prod_le _ _ _ (hs x) (hs y)).trans ?_
  rw [Finset.mul_sum, Finset.sum_mul]
  refine Finset.sum_le_sum fun B hB => ?_
  -- chain rule for Lipschitz constants, one factor at a time
  calc |cutoff k (mu R A B x) - cutoff k (mu R A B y)|
      ≤ (3 / 2) ^ k / 2 * |mu R A B x - mu R A B y| :=
        cutoff_lipschitz k (hmu B hB x) (hmu B hB y)
    _ ≤ (3 / 2) ^ k / 2 * (2 / dist (R A) (R B) * dist x y) :=
        mul_le_mul_of_nonneg_left
          (mu_lipschitz R (Finset.ne_of_mem_erase hB).symm x y) (by positivity)
    _ = (3 / 2) ^ k * (1 / dist (R A) (R B)) * dist x y := by ring


/-- The point with parameter `t` on the line through two nuclei: `t = -1` is the first
nucleus, `t = 1` the second. -/
def bond {E : Type*} [NormedAddCommGroup E] [NormedSpace ℝ E] (R : Fin 2 ↪ E) (t : ℝ) : E :=
  R 0 + ((1 + t) / 2) • (R 1 - R 0)

/-- On the segment joining two nuclei, the cell product of the first nucleus is the
cutoff profile `s_k(t)`. -/
theorem cell_bond {E : Type*} [NormedAddCommGroup E] [NormedSpace ℝ E]
    (k : ℕ) (R : Fin 2 ↪ E) {t : ℝ} (ht : |t| ≤ 1) :
    cell k R 0 (bond R t) = cutoff k t := by
  obtain ⟨h1, h2⟩ := abs_le.1 ht
  have hR : dist (R 0) (R 1) ≠ 0 := (dist_pos.2 (R.injective.ne (by decide))).ne'
  have d0 : dist (bond R t) (R 0) = (1 + t) / 2 * dist (R 0) (R 1) := by
    rw [dist_comm (R 0), dist_eq_norm, dist_eq_norm, bond, add_sub_cancel_left, norm_smul,
      Real.norm_of_nonneg (by linarith)]
  have d1 : dist (bond R t) (R 1) = (1 - t) / 2 * dist (R 0) (R 1) := by
    have e : bond R t - R 1 = ((1 - t) / 2) • (R 0 - R 1) := by unfold bond; module
    rw [dist_eq_norm, dist_eq_norm, e, norm_smul, Real.norm_of_nonneg (by linarith)]
  have hm : mu R 0 1 (bond R t) = t := by
    rw [mu, d0, d1, div_eq_iff hR]; ring
  have he : (Finset.univ : Finset (Fin 2)).erase 0 = {1} := by decide
  rw [cell, he, Finset.prod_singleton, hm]

/-- For two distinct nuclei in a real normed space, every Lipschitz constant of the cell
product is at least `(3/2)^k / R_AB`. -/
theorem cell_lipschitz_sharp {E : Type*} [NormedAddCommGroup E] [NormedSpace ℝ E]
    (k : ℕ) (R : Fin 2 ↪ E) {L : ℝ}
    (hL : ∀ x y, |cell k R 0 x - cell k R 0 y| ≤ L * dist x y) :
    (3 / 2) ^ k / dist (R 0) (R 1) ≤ L := by
  have hR : 0 < dist (R 0) (R 1) := dist_pos.2 (R.injective.ne (by decide))
  -- the slope of the iterated polynomial at the bond midpoint
  have hp : HasDerivAt beckeP (3 / 2) 0 := by
    have h := (((hasDerivAt_id' (0 : ℝ)).const_mul 3).div_const 2).fun_sub
      ((hasDerivAt_pow 3 (0 : ℝ)).div_const 2)
    exact h.congr_deriv (by norm_num)
  have hk : HasDerivAt beckeP^[k] ((3 / 2) ^ k) 0 :=
    HasDerivAt.iterate (0 : ℝ) hp (by simp [beckeP]) k
  rw [div_le_iff₀ hR]
  refine le_of_tendsto hk.tendsto_slope ?_
  filter_upwards [self_mem_nhdsWithin,
    mem_nhdsWithin_of_mem_nhds (Metric.ball_mem_nhds (0 : ℝ) one_pos)] with t ht0 ht
  have hne : t ≠ 0 := ht0
  rw [Metric.mem_ball, Real.dist_eq, sub_zero] at ht
  have hdist : dist (bond R t) (bond R 0) = |t| / 2 * dist (R 0) (R 1) := by
    have e : bond R t - bond R 0 = (t / 2) • (R 1 - R 0) := by unfold bond; module
    rw [dist_comm (R 0), dist_eq_norm, dist_eq_norm, e, norm_smul, Real.norm_eq_abs,
      abs_div, abs_two]
  have h := hL (bond R t) (bond R 0)
  have e : cutoff k t - cutoff k 0 = -((beckeP^[k] t - beckeP^[k] 0) / 2) := by
    unfold cutoff; ring
  rw [cell_bond k R ht.le, cell_bond k R (by simp), hdist, e, abs_neg, abs_div, abs_two] at h
  rw [slope_def_field, sub_zero]
  refine (le_abs_self _).trans ?_
  rw [abs_div, div_le_iff₀ (abs_pos.2 hne)]
  linarith

end

end BeckeCellLipschitz
```

```lean
#print axioms BeckeCellLipschitz.cell_lipschitz
#print axioms BeckeCellLipschitz.cell_lipschitz_sharp
```

```
'BeckeCellLipschitz.cell_lipschitz' depends on axioms: [propext, Classical.choice, Quot.sound]
'BeckeCellLipschitz.cell_lipschitz_sharp' depends on axioms: [propext, Classical.choice, Quot.sound]
```

## From the estimates to the Lean proof

`beckeP_lipschitz` rewrites with the factored difference and leaves the range of the prefactor to `nlinarith`. `abs_iterate_le_one` proceeds by induction, with the two factorisations of $1\mp p$ supplied as hints. `cutoff_lipschitz` combines both in a second induction.

`mu_lipschitz` uses four triangle inequalities, and `abs_prod_sub_prod_le` exchanges one factor at a time by induction on the finite set. `cell_lipschitz` checks that these lemmas apply, then compares the sums term by term.

For the lower bound, `cell_bond` computes $P_0$ on the segment. `HasDerivAt.iterate` supplies the slope at the fixed point 0, and `le_of_tendsto` carries the inequality for difference quotients to the limit.
